# The survival probability of a pure state on finitely many energy levels is at most 1 − v t² + (m₄ + 3v²) t⁴/12 at all times

## Does the two-level bound carry over to any finite set of levels?

Take an equal-weight superposition of two levels at energies +ε and −ε, with ħ = 1. The probability of finding the system in its initial state at time t is

    P(t) = cos²(εt) = ½ + ½ cos(2εt).

Since cos x ≤ 1 − x²/2 + x⁴/24 for every real x, I get

    P(t) ≤ 1 − ε²t² + ε⁴t⁴/3

at all times, not just at short ones. The energy variance here is v = ε² and the fourth central moment is m₄ = ε⁴, so the right side equals 1 − v t² + (m₄ + 3v²) t⁴/12. I believe this form holds for any finite set of real energies E_j with probabilities p_j:

    |Σ_j p_j exp(−iE_j t)|² ≤ 1 − v t² + (m₄ + 3v²) t⁴/12.

I know the right side as a truncated series. I would like to see the inequality derived rigorously for all real t, and checked by a proof assistant.

## It does: every pair of levels contributes one cosine

The inequality holds for any finite set of levels with p_j ≥ 0 and Σ_j p_j = 1. For a time-independent Hamiltonian with eigenstates |j⟩ and a normalised pure state ψ, the weights are p_j = |⟨j|ψ⟩|², and ⟨ψ|exp(−iHt)|ψ⟩ is the amplitude A below. Define

    μ = Σ_j p_j E_j,    M_n = Σ_j p_j (E_j − μ)ⁿ,    v = M₂,    m₄ = M₄,
    A(t) = Σ_j p_j exp(−iE_j t),    P(t) = |A(t)|²,
    D_n = Σ_j Σ_k p_j p_k (E_j − E_k)ⁿ,
    c = m₄ + 3v²,    Q(t) = 1 − v t² + c t⁴/12.

D_n is the n-th moment of the Bohr frequencies E_j − E_k.

### Taylor bounds on the cosine for all arguments

A differentiable function that vanishes at 0 and has a nonnegative derivative on [0, ∞) is nonnegative there. Apply this to four functions in turn:

    f₃(x) = sin x − x + x³/6,                       f₃′ = cos x − 1 + x²/2,
    f₄(x) = 1 − x²/2 + x⁴/24 − cos x,               f₄′ = f₃,
    f₅(x) = x − x³/6 + x⁵/120 − sin x,              f₅′ = f₄,
    f₆(x) = cos x − 1 + x²/2 − x⁴/24 + x⁶/720,      f₆′ = f₅.

All four vanish at 0. The known bound cos x ≥ 1 − x²/2 makes f₃′ nonnegative, so f₃, f₄, f₅ and f₆ are successively nonnegative for x ≥ 0. Both f₄ and f₆ are even, so for every real x

    1 − x²/2 + x⁴/24 − x⁶/720 ≤ cos x ≤ 1 − x²/2 + x⁴/24.

### The survival probability as a sum over Bohr frequencies

The real and imaginary parts of the amplitude are Re A = Σ_j p_j cos(E_j t) and Im A = −Σ_j p_j sin(E_j t). Squaring, adding, and using cos a cos b + sin a sin b = cos(a − b) gives

    P(t) = Σ_j Σ_k p_j p_k cos((E_j − E_k) t).

### Pair moments from central moments

Write E_j − E_k = (E_j − μ) − (E_k − μ) and expand binomially. Each term factorises into a sum over j times a sum over k:

    D₀ = M₀M₀,
    D₂ = M₂M₀ − 2M₁M₁ + M₀M₂,
    D₄ = M₄M₀ − 4M₃M₁ + 6M₂M₂ − 4M₁M₃ + M₀M₄.

Normalisation gives M₀ = 1 and M₁ = μ − μ = 0. Hence D₀ = 1, D₂ = 2v and D₄ = 2m₄ + 6v². The third moment drops out because it only ever multiplies M₁.

### The upper bound and three companions

The products p_j p_k are nonnegative, so the cosine bound may be multiplied by them and summed, with x = (E_j − E_k)t:

    P(t) ≤ D₀ − D₂ t²/2 + D₄ t⁴/24 = 1 − v t² + (2m₄ + 6v²) t⁴/24 = Q(t).

The lower cosine bound, summed in the same way, gives

    P(t) ≥ Q(t) − D₆ t⁶/720.

The two together confine Q(t) − P(t) between 0 and D₆ t⁶/720, so Q agrees with P through order t⁴.

If t ≠ 0 and c t² < 12v, multiplying by t²/12 > 0 gives c t⁴/12 < v t², so Q(t) < 1 and P(t) < 1. There is no full revival in that window.

If v > 0 then c > 0, because m₄ ≥ 0. At t² = 6v/c,

    Q = 1 − 6v²/c + 3v²/c = (c − 3v²)/c = m₄/(m₄ + 3v²),

so P is at most m₄/(m₄ + 3v²) there. This value of t² is the vertex of Q as a parabola in t², which is how it is chosen.

For a finite-dimensional, time-independent Hamiltonian, such as the one that acts after a sudden quench in a finite basis, v and m₄ follow from ⟨H⟩ up to ⟨H⁴⟩ in the initial state, so four expectation values give a ceiling on the return probability without any propagation. For v > 0 this ceiling is below 1 only while 0 < t² < 12v/c, and because m₄ ≥ v² it never drops below 1/4.

### An asymmetric two-level example

Take energies 0 and 2 with weights 3/4 and 1/4. Then μ = 1/2 and the deviations are −1/2 and 3/2, so

    v = 3/16 + 9/16 = 3/4,    M₃ = −3/32 + 27/32 = 3/4,    m₄ = 3/64 + 81/64 = 21/16,
    c = 21/16 + 27/16 = 3.

Only the two off-diagonal pairs contribute to D_n for n > 0, with total weight 3/8. This gives D₂ = (3/8)·4 = 3/2 = 2v, D₄ = (3/8)·16 = 6 = 2c, and D₆ = (3/8)·64 = 24. The exact result and the polynomial are

    P(t) = 5/8 + (3/8) cos 2t,    Q(t) = 1 − 3t²/4 + t⁴/4.

At t = 1 the lower bound is 1/2 − 24/720 ≈ 0.4667, the exact value is 0.4689, and the upper bound is 0.5. At t² = 6v/c = 3/2 the ceiling is 7/16 = 0.4375 and the exact value is about 0.336. Revival is excluded for 0 < t² < 3, while the first actual revival comes at t = π. These numbers are ordinary arithmetic and are not among the theorems in the file.

### Losing the cross term in D₄

Since D₂ = 2v, analogy suggests D₄ = 2m₄, which omits the term 6M₂M₂. The resulting polynomial 1 − v t² + m₄ t⁴/12 is not an upper bound. In the example it equals 1/4 + 21/192 ≈ 0.359 at t = 1, below the exact 0.4689. The odd cross terms vanish through M₁ = 0, but the even one carries v².

### The Lean file

```lean
import Mathlib

open Finset

namespace SurvivalQuarticBound

noncomputable section

variable {ι : Type*} [Fintype ι]

/-- Mean energy of the distribution with weights `p j` at energies `E j`. -/
def mean (p E : ι → ℝ) : ℝ := ∑ j, p j * E j

/-- The `n`-th central moment of the energy; `n = 2` is the variance. -/
def centralMoment (p E : ι → ℝ) (n : ℕ) : ℝ := ∑ j, p j * (E j - mean p E) ^ n

/-- The `n`-th moment of the Bohr frequencies `E j - E k` with weights `p j * p k`. -/
def pairMoment (p E : ι → ℝ) (n : ℕ) : ℝ := ∑ j, ∑ k, p j * p k * (E j - E k) ^ n

/-- Survival amplitude `∑ p_j exp(-i E_j t)`. -/
def amplitude (p E : ι → ℝ) (t : ℝ) : ℂ :=
  ∑ j, (p j : ℂ) * Complex.exp (-(Complex.I * (E j : ℂ) * (t : ℂ)))

/-- Survival probability, the squared modulus of the survival amplitude. -/
def survival (p E : ι → ℝ) (t : ℝ) : ℝ := ‖amplitude p E t‖ ^ 2

/-- A function vanishing at zero with nonnegative derivative on the half-line is
nonnegative on the half-line. -/
theorem nonneg_of_deriv {f f' : ℝ → ℝ} (h0 : f 0 = 0) (hd : ∀ x, HasDerivAt f (f' x) x)
    (hp : ∀ x, 0 ≤ x → 0 ≤ f' x) : ∀ x, 0 ≤ x → 0 ≤ f x := by
  have hm : MonotoneOn f (Set.Ici 0) :=
    monotoneOn_of_deriv_nonneg (convex_Ici 0)
      (fun y _ => (hd y).continuousAt.continuousWithinAt)
      (fun y _ => (hd y).differentiableAt.differentiableWithinAt)
      (fun y hy => by
        rw [(hd y).deriv]
        exact hp y (Set.mem_Ici.mp (interior_subset hy)))
  intro x hx
  have h := hm (Set.mem_Ici.mpr le_rfl) (Set.mem_Ici.mpr hx) hx
  rwa [h0] at h

/-- For every real argument the cosine lies below its fourth-order and above its
sixth-order Taylor polynomial. -/
theorem cos_taylor_bounds (x : ℝ) :
    Real.cos x ≤ 1 - x ^ 2 / 2 + x ^ 4 / 24 ∧
      1 - x ^ 2 / 2 + x ^ 4 / 24 - x ^ 6 / 720 ≤ Real.cos x := by
  -- integrate `cos x ≥ 1 - x²/2` four times from zero
  have d3 : ∀ x : ℝ, HasDerivAt (fun x : ℝ => Real.sin x - x + x ^ 3 / 6)
      (Real.cos x - 1 + x ^ 2 / 2) x := fun x =>
    (((Real.hasDerivAt_sin x).fun_sub (hasDerivAt_id' x)).fun_add
      ((hasDerivAt_pow 3 x).div_const 6)).congr_deriv (by ring1)
  have d4 : ∀ x : ℝ, HasDerivAt (fun x : ℝ => 1 - x ^ 2 / 2 + x ^ 4 / 24 - Real.cos x)
      (Real.sin x - x + x ^ 3 / 6) x := fun x =>
    (((((hasDerivAt_pow 2 x).div_const 2).const_sub 1).fun_add
      ((hasDerivAt_pow 4 x).div_const 24)).fun_sub (Real.hasDerivAt_cos x)).congr_deriv
      (by ring1)
  have d5 : ∀ x : ℝ, HasDerivAt (fun x : ℝ => x - x ^ 3 / 6 + x ^ 5 / 120 - Real.sin x)
      (1 - x ^ 2 / 2 + x ^ 4 / 24 - Real.cos x) x := fun x =>
    ((((hasDerivAt_id' x).fun_sub ((hasDerivAt_pow 3 x).div_const 6)).fun_add
      ((hasDerivAt_pow 5 x).div_const 120)).fun_sub (Real.hasDerivAt_sin x)).congr_deriv
      (by ring1)
  have d6 : ∀ x : ℝ, HasDerivAt
      (fun x : ℝ => Real.cos x - 1 + x ^ 2 / 2 - x ^ 4 / 24 + x ^ 6 / 720)
      (x - x ^ 3 / 6 + x ^ 5 / 120 - Real.sin x) x := fun x =>
    (((((Real.hasDerivAt_cos x).sub_const 1).fun_add
      ((hasDerivAt_pow 2 x).div_const 2)).fun_sub
      ((hasDerivAt_pow 4 x).div_const 24)).fun_add
      ((hasDerivAt_pow 6 x).div_const 720)).congr_deriv (by ring1)
  have h3 : ∀ x : ℝ, 0 ≤ x → 0 ≤ Real.sin x - x + x ^ 3 / 6 :=
    nonneg_of_deriv (by simp) d3 (fun y _ => by
      have := Real.one_sub_sq_div_two_le_cos (x := y)
      linarith)
  have h4 : ∀ x : ℝ, 0 ≤ x → 0 ≤ 1 - x ^ 2 / 2 + x ^ 4 / 24 - Real.cos x :=
    nonneg_of_deriv (by simp) d4 h3
  have h5 : ∀ x : ℝ, 0 ≤ x → 0 ≤ x - x ^ 3 / 6 + x ^ 5 / 120 - Real.sin x :=
    nonneg_of_deriv (by simp) d5 h4
  have h6 : ∀ x : ℝ, 0 ≤ x → 0 ≤ Real.cos x - 1 + x ^ 2 / 2 - x ^ 4 / 24 + x ^ 6 / 720 :=
    nonneg_of_deriv (by simp) d6 h5
  -- both sides are even in `x`
  rcases le_total 0 x with hx | hx
  · exact ⟨by linarith [h4 x hx], by linarith [h6 x hx]⟩
  · have a := h4 (-x) (by linarith)
    have b := h6 (-x) (by linarith)
    rw [Real.cos_neg] at a b
    exact ⟨by nlinarith [a], by nlinarith [b]⟩

/-- The survival probability is the weighted sum of cosines of the Bohr frequencies
times `t`. -/
theorem survival_eq_sum_cos (p E : ι → ℝ) (t : ℝ) :
    survival p E t = ∑ j, ∑ k, p j * p k * Real.cos ((E j - E k) * t) := by
  have h : ∀ j, -(Complex.I * (E j : ℂ) * (t : ℂ)) = ((-(E j * t) : ℝ) : ℂ) * Complex.I := by
    intro j
    push_cast
    ring
  have hre : (amplitude p E t).re = ∑ j, p j * Real.cos (E j * t) := by
    simp only [amplitude, h, Complex.re_sum, Complex.re_ofReal_mul,
      Complex.exp_ofReal_mul_I_re, Real.cos_neg]
  have him : (amplitude p E t).im = ∑ j, p j * -Real.sin (E j * t) := by
    simp only [amplitude, h, Complex.im_sum, Complex.im_ofReal_mul,
      Complex.exp_ofReal_mul_I_im, Real.sin_neg]
  rw [survival, Complex.sq_norm, Complex.normSq_apply, hre, him, sum_mul_sum, sum_mul_sum]
  simp only [← sum_add_distrib]
  refine sum_congr rfl fun j _ => sum_congr rfl fun k _ => ?_
  rw [sub_mul, Real.cos_sub]
  ring

/-- For normalised weights the zeroth, second and fourth moments of the Bohr frequencies
are `1`, `2 v` and `2 m₄ + 6 v²`, with `v`, `m₄` the second and fourth central moments. -/
theorem pairMoment_eq {p : ι → ℝ} (E : ι → ℝ) (hp : ∑ j, p j = 1) :
    pairMoment p E 0 = 1 ∧ pairMoment p E 2 = 2 * centralMoment p E 2 ∧
      pairMoment p E 4 = 2 * centralMoment p E 4 + 6 * centralMoment p E 2 ^ 2 := by
  have M0 : centralMoment p E 0 = 1 := by simp [centralMoment, hp]
  have M1 : centralMoment p E 1 = 0 := by
    simp only [centralMoment, pow_one, mul_sub, sum_sub_distrib, ← sum_mul, hp, one_mul]
    exact sub_self _
  -- binomial expansion of the energy difference around the mean
  have P0 : pairMoment p E 0 = centralMoment p E 0 * centralMoment p E 0 := by
    simp only [pairMoment, centralMoment, sum_mul_sum]
    exact sum_congr rfl fun j _ => sum_congr rfl fun k _ => by ring
  have P2 : pairMoment p E 2 = centralMoment p E 2 * centralMoment p E 0
      - 2 * (centralMoment p E 1 * centralMoment p E 1)
      + centralMoment p E 0 * centralMoment p E 2 := by
    simp only [pairMoment, centralMoment, sum_mul_sum]
    simp only [mul_sum, ← sum_add_distrib, ← sum_sub_distrib]
    exact sum_congr rfl fun j _ => sum_congr rfl fun k _ => by ring
  have P4 : pairMoment p E 4 = centralMoment p E 4 * centralMoment p E 0
      - 4 * (centralMoment p E 3 * centralMoment p E 1)
      + 6 * (centralMoment p E 2 * centralMoment p E 2)
      - 4 * (centralMoment p E 1 * centralMoment p E 3)
      + centralMoment p E 0 * centralMoment p E 4 := by
    simp only [pairMoment, centralMoment, sum_mul_sum]
    simp only [mul_sum, ← sum_add_distrib, ← sum_sub_distrib]
    exact sum_congr rfl fun j _ => sum_congr rfl fun k _ => by ring
  refine ⟨?_, ?_, ?_⟩
  · rw [P0, M0]; ring
  · rw [P2, M0, M1]; ring
  · rw [P4, M0, M1]; ring

/-- For probabilities `p_j` and real energies `E_j` with variance `v` and fourth central
moment `m₄`, the survival probability is at most `1 - v t² + (m₄ + 3 v²) t⁴ / 12` at all times. -/
theorem survival_le_quartic {p : ι → ℝ} (E : ι → ℝ) (h0 : ∀ j, 0 ≤ p j) (hp : ∑ j, p j = 1)
    (t : ℝ) :
    survival p E t ≤ 1 - centralMoment p E 2 * t ^ 2
      + (centralMoment p E 4 + 3 * centralMoment p E 2 ^ 2) * t ^ 4 / 12 := by
  obtain ⟨P0, P2, P4⟩ := pairMoment_eq E hp
  calc survival p E t
      ≤ ∑ j, ∑ k, p j * p k * (1 - ((E j - E k) * t) ^ 2 / 2 + ((E j - E k) * t) ^ 4 / 24) := by
        rw [survival_eq_sum_cos]
        exact sum_le_sum fun j _ => sum_le_sum fun k _ =>
          mul_le_mul_of_nonneg_left (cos_taylor_bounds _).1 (mul_nonneg (h0 j) (h0 k))
    _ = pairMoment p E 0 - pairMoment p E 2 * (t ^ 2 / 2) + pairMoment p E 4 * (t ^ 4 / 24) := by
        simp only [pairMoment, sum_mul, ← sum_sub_distrib, ← sum_add_distrib]
        exact sum_congr rfl fun j _ => sum_congr rfl fun k _ => by ring
    _ = _ := by rw [P0, P2, P4]; ring

/-- The survival probability is at least the quartic polynomial
`1 - v t² + (m₄ + 3 v²) t⁴ / 12` minus the sixth Bohr-frequency moment times `t⁶ / 720`. -/
theorem quartic_sub_sextic_le_survival {p : ι → ℝ} (E : ι → ℝ) (h0 : ∀ j, 0 ≤ p j)
    (hp : ∑ j, p j = 1) (t : ℝ) :
    1 - centralMoment p E 2 * t ^ 2
      + (centralMoment p E 4 + 3 * centralMoment p E 2 ^ 2) * t ^ 4 / 12
      - pairMoment p E 6 * t ^ 6 / 720 ≤ survival p E t := by
  obtain ⟨P0, P2, P4⟩ := pairMoment_eq E hp
  calc _ = pairMoment p E 0 - pairMoment p E 2 * (t ^ 2 / 2) + pairMoment p E 4 * (t ^ 4 / 24)
          - pairMoment p E 6 * (t ^ 6 / 720) := by rw [P0, P2, P4]; ring
    _ = ∑ j, ∑ k, p j * p k * (1 - ((E j - E k) * t) ^ 2 / 2 + ((E j - E k) * t) ^ 4 / 24
          - ((E j - E k) * t) ^ 6 / 720) := by
        simp only [pairMoment, sum_mul, ← sum_sub_distrib, ← sum_add_distrib]
        exact sum_congr rfl fun j _ => sum_congr rfl fun k _ => by ring
    _ ≤ survival p E t := by
        rw [survival_eq_sum_cos]
        exact sum_le_sum fun j _ => sum_le_sum fun k _ =>
          mul_le_mul_of_nonneg_left (cos_taylor_bounds _).2 (mul_nonneg (h0 j) (h0 k))

/-- At a nonzero time with `(m₄ + 3 v²) t² < 12 v` the survival probability is strictly
below one. -/
theorem survival_lt_one {p : ι → ℝ} (E : ι → ℝ) (h0 : ∀ j, 0 ≤ p j) (hp : ∑ j, p j = 1)
    {t : ℝ} (ht : t ≠ 0)
    (h : (centralMoment p E 4 + 3 * centralMoment p E 2 ^ 2) * t ^ 2
      < 12 * centralMoment p E 2) :
    survival p E t < 1 := by
  have h1 := survival_le_quartic E h0 hp t
  have ht2 : 0 < t ^ 2 := by positivity
  have h2 := mul_lt_mul_of_pos_right h ht2
  nlinarith [h1, h2]

/-- For positive variance, at a time with `t² = 6 v / (m₄ + 3 v²)` the survival probability
is at most `m₄ / (m₄ + 3 v²)`. -/
theorem survival_dip {p : ι → ℝ} (E : ι → ℝ) (h0 : ∀ j, 0 ≤ p j) (hp : ∑ j, p j = 1)
    (hv : 0 < centralMoment p E 2) {t : ℝ}
    (ht : t ^ 2 = 6 * centralMoment p E 2
      / (centralMoment p E 4 + 3 * centralMoment p E 2 ^ 2)) :
    survival p E t
      ≤ centralMoment p E 4 / (centralMoment p E 4 + 3 * centralMoment p E 2 ^ 2) := by
  have hm : 0 ≤ centralMoment p E 4 :=
    sum_nonneg fun j _ => mul_nonneg (h0 j) (by positivity)
  have hc : centralMoment p E 4 + 3 * centralMoment p E 2 ^ 2 ≠ 0 := by positivity
  refine (survival_le_quartic E h0 hp t).trans (le_of_eq ?_)
  have h4 : t ^ 4 = (t ^ 2) ^ 2 := by ring
  rw [h4, ht]
  field_simp
  ring

end

end SurvivalQuarticBound
```

```lean
#print axioms SurvivalQuarticBound.survival_le_quartic
-- 'SurvivalQuarticBound.survival_le_quartic' depends on axioms: [propext, Classical.choice, Quot.sound]
#print axioms SurvivalQuarticBound.quartic_sub_sextic_le_survival
-- 'SurvivalQuarticBound.quartic_sub_sextic_le_survival' depends on axioms: [propext, Classical.choice, Quot.sound]
#print axioms SurvivalQuarticBound.survival_lt_one
-- 'SurvivalQuarticBound.survival_lt_one' depends on axioms: [propext, Classical.choice, Quot.sound]
#print axioms SurvivalQuarticBound.survival_dip
-- 'SurvivalQuarticBound.survival_dip' depends on axioms: [propext, Classical.choice, Quot.sound]
```

### How the definitions and hypotheses read

The levels are indexed by a finite type `ι`, and `p` and `E` are real functions on it. `mean p E` is μ, `centralMoment p E n` is M_n, so `centralMoment p E 2` is v and `centralMoment p E 4` is m₄. `pairMoment p E n` is D_n, `amplitude p E t` is A(t), and `survival p E t` is `‖amplitude p E t‖ ^ 2`, that is P(t). The exponent fixes ħ = 1 and the sign convention exp(−iE_j t). Energies may repeat, so degenerate spectra are included, and t is any real number of either sign.

The hypotheses `h0 : ∀ j, 0 ≤ p j` and `hp : ∑ j, p j = 1` say that the weights are the probabilities of an energy measurement on a normalised state. `survival_le_quartic` states P(t) ≤ Q(t) under these two alone, and `quartic_sub_sextic_le_survival` states Q(t) − D₆ t⁶/720 ≤ P(t), with D₆ left as a pair moment. `survival_lt_one` adds t ≠ 0 and c t² < 12v. `survival_dip` adds v > 0, meaning that the state is not confined to one energy, and t² = 6v/c. With a single level v = m₄ = 0, the upper and lower bounds together give P = 1, and the added hypotheses of each of the last two theorems cannot all be met. In `survival_dip` the hypothesis `hv` is needed, because at v = 0 Lean's division by zero would turn the right side into 0 while P = 1.

The file contains no Hilbert space and no Hamiltonian. It begins from the spectral weights, and the identification p_j = |⟨j|ψ⟩|² is the physical reading of the definitions. Continuous or infinite spectra, time-dependent Hamiltonians and mixed initial states are not covered. `survival_dip` bounds P at the stated time and makes no claim that P has a minimum there.

### How the tactics follow the derivation

`nonneg_of_deriv` obtains monotonicity on [0, ∞) from Mathlib's `monotoneOn_of_deriv_nonneg` and compares f(x) with f(0) = 0. In `cos_taylor_bounds`, the statements `d3` to `d6` are the four derivative formulas and `h3` to `h6` the nonnegativity of f₃ to f₆, each fed into the next. The chain starts from `Real.one_sub_sq_div_two_le_cos`. For x ≤ 0 the proof applies `h4` and `h6` to −x and uses `Real.cos_neg`.

`survival_eq_sum_cos` computes Re A and Im A as `hre` and `him`, turns each square into a double sum with `sum_mul_sum`, and closes each term with `Real.cos_sub`. It assumes nothing about the weights. `pairMoment_eq` uses only `hp`: `M0` and `M1` are M₀ = 1 and M₁ = 0, and `P0`, `P2`, `P4` are the three binomial expansions, verified term by term with `ring`.

The `calc` block of `survival_le_quartic` has the three steps of the displayed inequality. The first bounds each cosine, and it is the place where `h0` enters, through `mul_nonneg (h0 j) (h0 k)`. The second collects powers of t into pair moments, and the third substitutes D₀, D₂ and D₄. `quartic_sub_sextic_le_survival` runs the same steps in reverse order with the lower cosine bound. In `survival_lt_one`, `h2` is the hypothesis multiplied by t² > 0, and `nlinarith` combines it with the upper bound. `survival_dip` proves m₄ ≥ 0 as `hm` and c ≠ 0 as `hc`, writes t⁴ = (t²)², substitutes t² = 6v/c, and clears the denominator with `field_simp`.
